# For a given first-order Hamiltonian, separated occupied and virtual levels leave only one first-order projector

## Two levels and one coupling

Take a system with an occupied state at energy 0 and an empty state at energy 1, and switch on a weak coupling between them. How does the projector onto the occupied state change to first order? Number the states 0 and 1, and write

$$
H_0=\begin{pmatrix}0&0\\0&1\end{pmatrix},\qquad
P_0=\begin{pmatrix}1&0\\0&0\end{pmatrix},\qquad
H_1=\begin{pmatrix}0&1\\1&0\end{pmatrix}
$$

for the unperturbed Hamiltonian, the unperturbed projector and the first-order change of the Hamiltonian. Let $X$ be the unknown first-order change of the projector. Since a projector must stay idempotent, $X$ has no diagonal entries here. Since it must keep commuting with the Hamiltonian, $[H_0,X]=[P_0,H_1]$, which reads

$$
\begin{pmatrix}0&-X_{01}\\X_{10}&0\end{pmatrix}=\begin{pmatrix}0&1\\-1&0\end{pmatrix}.
$$

Hence $X_{01}=X_{10}=-1$. Had the two energies been equal, the left side would vanish for every $X$ while the right side would not, and no $X$ would satisfy the equation. With equal energies and $H_1=0$, the conditions would leave the off-diagonal entries undetermined.

The same mechanism works for any finite number of levels, with degeneracies allowed inside the occupied space and inside the virtual space. In density functional perturbation theory it determines the density-matrix response in a fixed, finite orthonormal basis, for integer occupations and no energy level shared by occupied and virtual states, once the first-order Hamiltonian is given.

## Matrices, derivatives and the three conditions

```lean
import Mathlib

open Matrix Topology

namespace SternheimerProjector

variable {n : Type*} [Fintype n] [DecidableEq n]
```

The index set `n` labels a finite orthonormal basis that does not change with the perturbation. All operators below are complex matrices in that basis.

```lean
/-- The matrix family `A` has derivative `A'` at `t`, entry by entry. -/
def HasEntryDerivAt (A : ℝ → Matrix n n ℂ) (A' : Matrix n n ℂ) (t : ℝ) : Prop :=
  ∀ i j, HasDerivAt (fun s => A s i j) (A' i j) t
```

A family $A(t)$ depends on a real perturbation strength $t$. `HasEntryDerivAt A A' t` says that each entry $A_{ij}$ is differentiable at $t$ with derivative $A'_{ij}$. The prime in `A'` is part of a name: `A'` is a fixed matrix.

```lean
/-- The first-order conditions on a projector response `X`: no occupied-occupied block,
no virtual-virtual block, and `[H0, X] = [P0, H1]`. -/
structure IsResponse (H0 H1 P0 X : Matrix n n ℂ) : Prop where
  occ : P0 * X * P0 = 0
  vir : (1 - P0) * X * (1 - P0) = 0
  comm : H0 * X - X * H0 = P0 * H1 - H1 * P0
```

`IsResponse H0 H1 P0 X` collects three equations for a candidate response $X$:

$$
P_0XP_0=0,\qquad (1-P_0)X(1-P_0)=0,\qquad [H_0,X]=[P_0,H_1].
$$

The first two say that $X$ has no occupied-occupied and no virtual-virtual block. The fields `occ`, `vir` and `comm` give access to the three equations separately. "Occupied" means fixed by $P_0$, which for an idempotent $P_0$ is the same as lying in its range, and "virtual" means in the kernel of $P_0$.

```lean
/-- No real energy `ε` belongs both to an eigenvector of `H0` fixed by `P0` and to an eigenvector of
`H0` in the kernel of `P0`. -/
def Separated (H0 P0 : Matrix n n ℂ) : Prop :=
  ∀ (ε : ℝ) (x y : n → ℂ), P0 *ᵥ x = x → P0 *ᵥ y = 0 →
    H0 *ᵥ x = ε • x → H0 *ᵥ y = ε • y → x = 0 ∨ y = 0
```

The symbol `*ᵥ` is a matrix acting on a vector. `Separated` says that if $x$ is occupied, $y$ is virtual, and $H_0x=\varepsilon x$ and $H_0y=\varepsilon y$ hold with the same real $\varepsilon$, then $x=0$ or $y=0$. Physically, no energy level is shared between occupied and empty states, as in a molecule or insulator with a gap. The occupied levels need not be the lowest ones.

## Differentiating the projector identities

```lean
omit [DecidableEq n] in
/-- The product rule for matrix families, with the order of the factors kept. -/
theorem product_rule {A B : ℝ → Matrix n n ℂ} {A' B' : Matrix n n ℂ} {t : ℝ}
    (hA : HasEntryDerivAt A A' t) (hB : HasEntryDerivAt B B' t) :
    HasEntryDerivAt (fun s => A s * B s) (A' * B t + A t * B') t := by
  intro i j
  have h : HasDerivAt (fun s => ∑ k, A s i k * B s k j)
      (∑ k, (A' i k * B t k j + A t i k * B' k j)) t :=
    HasDerivAt.fun_sum fun k _ => (hA i k).fun_mul (hB k j)
  simpa only [Matrix.mul_apply, Matrix.add_apply, Finset.sum_add_distrib] using h
```

This is the product rule $(AB)'=A'B+AB'$, with the order of the factors kept. By hand, one differentiates the sum $\sum_k A_{ik}B_{kj}$ term by term. The Lean proof does this in `h` and then reads the result as a matrix equation.

```lean
omit [Fintype n] [DecidableEq n] in
/-- Two matrix families that agree near `t` have the same derivative at `t`. -/
theorem deriv_unique {A B : ℝ → Matrix n n ℂ} {A' B' : Matrix n n ℂ} {t : ℝ}
    (hA : HasEntryDerivAt A A' t) (hB : HasEntryDerivAt B B' t)
    (h : ∀ᶠ s in 𝓝 t, A s = B s) : A' = B' := by
  ext i j
  exact (hA i j).unique ((hB i j).congr_of_eventuallyEq
    (h.mono fun s hs => congrFun (congrFun hs i) j))
```

If two families agree for all $s$ close enough to $t$, their derivatives at $t$ are equal. The notation `∀ᶠ s in 𝓝 t` means "for all $s$ in some neighbourhood of $t$". The proof applies uniqueness of the ordinary derivative to each entry.

```lean
/-- If `P(t)` is idempotent and commutes with `H(t)` near `t = 0`, and both are differentiable
at 0, then the derivative of `P` satisfies the first-order conditions. -/
theorem response_of_family {H P : ℝ → Matrix n n ℂ} {H1 P1 : Matrix n n ℂ}
    (dH : HasEntryDerivAt H H1 0) (dP : HasEntryDerivAt P P1 0)
    (hidem : ∀ᶠ t in 𝓝 0, P t * P t = P t)
    (hcomm : ∀ᶠ t in 𝓝 0, H t * P t = P t * H t) :
    IsResponse (H 0) H1 (P 0) P1 := by
  -- differentiate both identities at zero
  have h1 : P1 * P 0 + P 0 * P1 = P1 := deriv_unique (product_rule dP dP) dP hidem
  have h2 : H1 * P 0 + H 0 * P1 = P1 * H 0 + P 0 * H1 :=
    deriv_unique (product_rule dH dP) (product_rule dP dH) hcomm
  have h0 : P 0 * P 0 = P 0 := hidem.self_of_nhds
  have hocc : P 0 * P1 * P 0 = 0 := by
    calc P 0 * P1 * P 0 = P 0 * (P1 * P 0 + P 0 * P1) - P 0 * P 0 * P1 := by noncomm_ring
      _ = 0 := by rw [h1, h0, sub_self]
  refine ⟨hocc, ?_, ?_⟩
  · calc (1 - P 0) * P1 * (1 - P 0)
        = P1 - (P1 * P 0 + P 0 * P1) + P 0 * P1 * P 0 := by noncomm_ring
      _ = 0 := by rw [h1, hocc, sub_self, add_zero]
  · linear_combination (norm := noncomm_ring) h2
```

Suppose that $P(t)^2=P(t)$ and $H(t)P(t)=P(t)H(t)$ near $t=0$, with derivatives $P_1$ and $H_1$ at 0. Write $P_0=P(0)$ and $H_0=H(0)$. Differentiating both identities gives

$$
P_1P_0+P_0P_1=P_1,\qquad H_1P_0+H_0P_1=P_1H_0+P_0H_1.
$$

These are `h1` and `h2`. Multiplying the first from the left by $P_0$ and using $P_0^2=P_0$,

$$
P_0P_1P_0=P_0(P_1P_0+P_0P_1)-P_0P_0P_1=P_0P_1-P_0P_1=0.
$$

The virtual block then follows by expansion:

$$
(1-P_0)P_1(1-P_0)=P_1-(P_1P_0+P_0P_1)+P_0P_1P_0=0.
$$

Moving terms across the second identity gives $H_0P_1-P_1H_0=P_0H_1-H_1P_0$, the commutator condition. The tactic `noncomm_ring` checks such expansions without exchanging factors. No matrix has to be Hermitian at this stage.

## The equation for one occupied orbital

```lean
/-- Sternheimer equation: if `X` satisfies the first-order conditions and `ψ` is an occupied
eigenvector of energy `ε`, the vector `X ψ` solves `(H0 - ε) X ψ = -(1 - P0) H1 ψ` and has no
occupied component. -/
theorem sternheimer {H0 H1 P0 X : Matrix n n ℂ} (hX : IsResponse H0 H1 P0 X)
    {ε : ℝ} {ψ : n → ℂ} (hψ : P0 *ᵥ ψ = ψ) (hE : H0 *ᵥ ψ = ε • ψ) :
    H0 *ᵥ (X *ᵥ ψ) - ε • (X *ᵥ ψ) = -((1 - P0) *ᵥ (H1 *ᵥ ψ)) ∧
      P0 *ᵥ (X *ᵥ ψ) = 0 := by
  constructor
  · have h := congrArg (fun M => M *ᵥ ψ) hX.comm
    simp only [Matrix.sub_mulVec, ← Matrix.mulVec_mulVec, hψ, hE, Matrix.mulVec_smul] at h
    rw [h, Matrix.sub_mulVec, Matrix.one_mulVec, neg_sub]
  · have h := congrArg (fun M => M *ᵥ ψ) hX.occ
    simpa only [← Matrix.mulVec_mulVec, hψ, Matrix.zero_mulVec] using h
```

Let $\psi$ be occupied, $P_0\psi=\psi$, with $H_0\psi=\varepsilon\psi$. Applying the commutator condition to $\psi$ gives

$$
H_0X\psi-\varepsilon X\psi=P_0H_1\psi-H_1\psi=-(1-P_0)H_1\psi,
$$

which is the Sternheimer equation for $X\psi$. Applying $P_0XP_0=0$ to $\psi$ gives $P_0X\psi=0$. The two parts of the Lean proof do exactly this, with `congrArg` applying both sides of a matrix equation to $\psi$. The vector need not be normalised, because both results are linear in $\psi$.

To connect $X\psi$ with the usual first-order orbital, suppose that $\psi(t)$ is a differentiable occupied orbital with derivative $\psi_1$ at 0. Differentiating $P(t)\psi(t)=\psi(t)$ gives $P_1\psi=(1-P_0)\psi_1$. So for $X=P_1$, the vector $X\psi$ is the virtual part of the orbital response.

## Why two responses must coincide

```lean
/-- A matrix that annihilates every eigenvector of a Hermitian `H0` is zero. -/
theorem eq_zero_of_eigenvectors {H0 A : Matrix n n ℂ} (hH : H0.IsHermitian)
    (h : ∀ (ε : ℝ) (v : n → ℂ), H0 *ᵥ v = ε • v → A *ᵥ v = 0) : A = 0 := by
  have hA : Matrix.toEuclideanLin A = 0 := by
    refine hH.eigenvectorBasis.toBasis.ext fun j => ?_
    rw [OrthonormalBasis.coe_toBasis]
    change WithLp.toLp 2 (A *ᵥ (hH.eigenvectorBasis j).ofLp) = 0
    rw [h _ _ (hH.mulVec_eigenvectorBasis j)]
    rfl
  exact (LinearEquiv.map_eq_zero_iff _).mp hA
```

A Hermitian $H_0$ has an orthonormal basis of eigenvectors. If $A$ sends every eigenvector to zero, it sends a whole basis to zero, and so $A=0$. The proof regards $A$ as a linear map and checks it on Mathlib's `eigenvectorBasis`.

```lean
/-- For Hermitian `H0` commuting with an idempotent `P0`, with separated occupied and virtual
levels, the first-order conditions have at most one solution. -/
theorem response_unique {H0 H1 P0 X Y : Matrix n n ℂ} (hH : H0.IsHermitian)
    (hP : P0 * P0 = P0) (hc : H0 * P0 = P0 * H0) (hs : Separated H0 P0)
    (hX : IsResponse H0 H1 P0 X) (hY : IsResponse H0 H1 P0 Y) : X = Y := by
  obtain ⟨D, hD⟩ : ∃ D, D = X - Y := ⟨_, rfl⟩
  have hocc : P0 * D * P0 = 0 := by
    rw [hD, mul_sub, sub_mul, hX.occ, hY.occ, sub_zero]
  have hvir : (1 - P0) * D * (1 - P0) = 0 := by
    rw [hD]
    linear_combination (norm := noncomm_ring) hX.vir - hY.vir
  have hcD : H0 * D = D * H0 := by
    rw [hD]
    linear_combination (norm := noncomm_ring) hX.comm - hY.comm
  have hq : H0 * (1 - P0) = (1 - P0) * H0 := by
    rw [mul_sub, sub_mul, mul_one, one_mul, hc]
  have hPD : P0 * D * (1 - P0) = D * (1 - P0) := by
    linear_combination (norm := noncomm_ring) -hvir
  refine sub_eq_zero.mp (hD ▸ eq_zero_of_eigenvectors hH fun ε v hv => ?_)
  -- matrices commuting with `H0` preserve each energy level
  have lvl : ∀ M : Matrix n n ℂ, H0 * M = M * H0 → ∀ w : n → ℂ, H0 *ᵥ w = ε • w →
      H0 *ᵥ (M *ᵥ w) = ε • (M *ᵥ w) := by
    intro M hM w hw
    rw [Matrix.mulVec_mulVec, hM, ← Matrix.mulVec_mulVec, hw, Matrix.mulVec_smul]
  have hx := lvl P0 hc v hv
  have hu := lvl (1 - P0) hq v hv
  -- `D` swaps occupied and virtual vectors at fixed energy, so it annihilates both parts of `v`
  have h1 : D *ᵥ (P0 *ᵥ v) = 0 := by
    rcases hs ε (P0 *ᵥ v) (D *ᵥ (P0 *ᵥ v)) (by rw [Matrix.mulVec_mulVec, hP])
      (by simp only [Matrix.mulVec_mulVec, ← mul_assoc, hocc, Matrix.zero_mulVec])
      hx (lvl D hcD _ hx) with h | h
    · rw [h, Matrix.mulVec_zero]
    · exact h
  have h2 : D *ᵥ ((1 - P0) *ᵥ v) = 0 := by
    rcases hs ε (D *ᵥ ((1 - P0) *ᵥ v)) ((1 - P0) *ᵥ v)
      (by simp only [Matrix.mulVec_mulVec, ← mul_assoc, hPD])
      (by rw [Matrix.mulVec_mulVec, mul_sub, mul_one, hP, sub_self, Matrix.zero_mulVec])
      (lvl D hcD _ hu) hu with h | h
    · exact h
    · rw [h, Matrix.mulVec_zero]
  rw [Matrix.sub_mulVec, Matrix.one_mulVec, Matrix.mulVec_sub, h1, sub_zero] at h2
  exact h2
```

The theorem assumes that $H_0$ is Hermitian, that $P_0$ is idempotent and commutes with $H_0$, and that the levels are separated. If $X$ and $Y$ both satisfy the three conditions with the same $H_1$, then $X=Y$.

Set $D=X-Y$. The source term $[P_0,H_1]$ cancels on subtraction, leaving

$$
P_0DP_0=0,\qquad (1-P_0)D(1-P_0)=0,\qquad H_0D=DH_0.
$$

These are `hocc`, `hvir` and `hcD`. Now take any $v$ with $H_0v=\varepsilon v$. A matrix $M$ that commutes with $H_0$ preserves the level, since $H_0Mv=MH_0v=\varepsilon Mv$. This is the step `lvl`, and it applies to $P_0$, $1-P_0$ and $D$. The two parts of $v$ are then treated in turn.

- The vector $P_0v$ is occupied, and $DP_0v$ is virtual because $P_0DP_0=0$. Both belong to the energy $\varepsilon$, so one of them is zero. In either case $DP_0v=0$, which is `h1`.
- The vector $(1-P_0)v$ is virtual. The second condition on $D$ gives $P_0D(1-P_0)=D(1-P_0)$, so $D(1-P_0)v$ is occupied. Again both belong to $\varepsilon$ and one is zero, so $D(1-P_0)v=0$, which is `h2`.

Adding the two results gives $Dv=0$ for every eigenvector $v$, and the preceding theorem gives $D=0$. In Lean, `rcases` opens the two alternatives offered by `Separated`.

## The derivative is the only solution

```lean
/-- Let `P(t)` be idempotent and commute with `H(t)` near 0, both differentiable at 0, with `H(0)`
Hermitian and its occupied and virtual levels separated. Then the first-order conditions hold for
the derivative of `P` and for no other matrix. -/
theorem response_determined {H P : ℝ → Matrix n n ℂ} {H1 P1 : Matrix n n ℂ}
    (dH : HasEntryDerivAt H H1 0) (dP : HasEntryDerivAt P P1 0)
    (hidem : ∀ᶠ t in 𝓝 0, P t * P t = P t)
    (hcomm : ∀ᶠ t in 𝓝 0, H t * P t = P t * H t)
    (hH : (H 0).IsHermitian) (hs : Separated (H 0) (P 0)) (X : Matrix n n ℂ) :
    IsResponse (H 0) H1 (P 0) X ↔ X = P1 := by
  have h := response_of_family dH dP hidem hcomm
  exact ⟨fun hX => response_unique hH hidem.self_of_nhds hcomm.self_of_nhds hs hX h,
    fun hX => hX ▸ h⟩
```

This theorem joins the two halves. For differentiable families as above, with $H(0)$ Hermitian and its occupied and virtual levels separated,

$$
X\text{ satisfies the three conditions}\iff X=P_1.
$$

From right to left, this is the differentiation argument. From left to right, $X$ and $P_1$ both satisfy the conditions, so uniqueness makes them equal. Idempotency and commutation at $t=0$ itself come from `self_of_nhds`, because a neighbourhood of 0 contains 0.

The differentiability of $P(t)$ is assumed and not derived from that of $H(t)$. Hermiticity of $P_0$ is not assumed either.

One step that remains between this model and a density functional calculation is self-consistency. There $H_1$ contains the Hartree and exchange-correlation potential induced by the density response, and so depends on $P_1$. The theorem fixes the response to a given $H_1$; whether the coupled problem has a single solution is a further question.

## The two-level system again

```lean
/-- A two-level system with energies 0 (occupied) and 1 (virtual), coupled by an off-diagonal
perturbation, meets the hypotheses of `response_unique` with a non-zero response. -/
theorem response_unique_witness :
    let H0 : Matrix (Fin 2) (Fin 2) ℂ := !![0, 0; 0, 1]
    let P0 : Matrix (Fin 2) (Fin 2) ℂ := !![1, 0; 0, 0]
    H0.IsHermitian ∧ P0 * P0 = P0 ∧ H0 * P0 = P0 * H0 ∧ Separated H0 P0 ∧
      IsResponse H0 !![0, 1; 1, 0] P0 !![0, -1; -1, 0] := by
  intro H0 P0
  have e : H0 = 1 - P0 := by
    ext i j
    fin_cases i <;> fin_cases j <;> simp [H0, P0]
  have hP : P0 * P0 = P0 := by
    ext i j
    fin_cases i <;> fin_cases j <;> simp [P0, Matrix.mul_apply, Fin.sum_univ_succ]
  refine ⟨?_, hP, by rw [e]; noncomm_ring, ?_, ?_, ?_, ?_⟩
  · ext i j
    fin_cases i <;> fin_cases j <;> simp [H0, Matrix.conjTranspose_apply]
  · intro ε x y hx hy hHx hHy
    rw [e, Matrix.sub_mulVec, Matrix.one_mulVec, hx, sub_self] at hHx
    rw [e, Matrix.sub_mulVec, Matrix.one_mulVec, hy, sub_zero] at hHy
    rcases smul_eq_zero.mp hHx.symm with h | h
    · right
      rw [hHy, h, zero_smul]
    · exact Or.inl h
  · ext i j
    fin_cases i <;> fin_cases j <;> simp [P0, Matrix.mul_apply, Fin.sum_univ_succ]
  · rw [← e]
    ext i j
    fin_cases i <;> fin_cases j <;> simp [H0, Matrix.mul_apply, Fin.sum_univ_succ]
  · ext i j
    fin_cases i <;> fin_cases j <;> simp [H0, P0]

end SternheimerProjector
```

The last theorem returns to the opening example. It confirms that $H_0$ is Hermitian, that $P_0$ is idempotent and commutes with it, that the levels are separated, and that

$$
X=\begin{pmatrix}0&-1\\-1&0\end{pmatrix}
$$

satisfies the three conditions. The uniqueness theorem therefore applies to a case with a non-zero response.

Commutation follows from $H_0=1-P_0$, called `e` in the proof. The other matrix identities are checked entry by entry, with `fin_cases` running through the indices 0 and 1. Separation also uses `e`. An occupied $x$ has $H_0x=0$, so $\varepsilon x=0$ and either $\varepsilon=0$ or $x=0$. A virtual $y$ has $H_0y=y$, so $y=\varepsilon y$, and $\varepsilon=0$ forces $y=0$.

```lean
#print axioms SternheimerProjector.sternheimer
#print axioms SternheimerProjector.response_unique
#print axioms SternheimerProjector.response_determined
```

```
'SternheimerProjector.sternheimer' depends on axioms: [propext, Classical.choice, Quot.sound]
'SternheimerProjector.response_unique' depends on axioms: [propext, Classical.choice, Quot.sound]
'SternheimerProjector.response_determined' depends on axioms: [propext, Classical.choice, Quot.sound]
```
